# For a Breit–Wigner resonance, temperature times conductance rises strictly towards πab/(2(a+b))

A quantum dot between two leads usually conducts best when one of its levels lies near the chemical potential. When a single non-interacting level carries the current, warming the leads spreads the conductance peak out and lowers it. What upper bound on the conductance at a given temperature holds wherever the level sits?

For one non-interacting level with positive, energy-independent widths, the linear-response conductance G at temperature T satisfies

T·G(T) < πab/(2(a+b)),

where a and b are the partial widths due to the two leads, G is measured in units of the conductance quantum for one spin channel, and Boltzmann's constant is set to one. With the widths, the level and the chemical potential held fixed, the left side increases strictly with T and tends to the right side as T → ∞, wherever the level and the chemical potential lie. Numerical values of the thermally averaged conductance in this one-level model can be checked against both the bound and the monotonicity.

```lean
import Mathlib

open MeasureTheory Filter Topology
open scoped Real

namespace ThermallyBroadenedResonance

noncomputable section
```

## The level, the leads and the conductance

Let the level have energy e, and write g = a + b for its total width. An electron of energy E is transmitted with the Breit–Wigner probability

τ(E) = ab / ((E − e)² + g²/4).

The full width at half maximum is g, and the peak value is 4ab/g², which equals one for a = b. This form is taken as the definition, not derived from a Hamiltonian. It stands for a single level whose widths and position do not depend on energy.

```lean
/-- Breit-Wigner transmission at energy `E` through a level at `e` with partial widths
`a` and `b`, for `a + b ≠ 0`. -/
def transmission (a b e E : ℝ) : ℝ := a * b / ((E - e) ^ 2 + (a + b) ^ 2 / 4)
```

Both leads have chemical potential m and temperature T, apart from an infinitesimal bias. With Boltzmann's constant set to one, their states are occupied according to

f(E) = 1 / (exp((E − m)/T) + 1).

```lean
/-- Fermi occupation at energy `E`, chemical potential `m` and temperature `T ≠ 0`,
with Boltzmann's constant equal to one. -/
def fermi (m T E : ℝ) : ℝ := 1 / (Real.exp ((E - m) / T) + 1)
```

A small bias shifts the two Fermi functions against each other, so to first order the current weights each energy by −df/dE. The kernel for this weight is written explicitly as

k(E) = 1 / (4T cosh²((E − m)/(2T))).

```lean
/-- Thermal broadening kernel at chemical potential `m` and temperature `T ≠ 0`. -/
def thermalKernel (m T E : ℝ) : ℝ := 1 / (4 * T * Real.cosh ((E - m) / (2 * T)) ^ 2)
```

The conductance, in units of the conductance quantum for one spin channel, is the Landauer average

G(T) = ∫ τ(E) k(E) dE

over all real energies. In Lean it is `conductance a b e m T`, with every argument a real number. The Landauer formula enters as this definition. The temperature dependence comes from the kernel alone, since a, b, e and m are held fixed.

```lean
/-- Linear-response conductance, in units of the conductance quantum: the transmission
averaged with the thermal kernel, for `a + b ≠ 0` and `T ≠ 0`. -/
def conductance (a b e m T : ℝ) : ℝ := ∫ E, transmission a b e E * thermalKernel m T E
```

Multiplying the kernel by T leaves a dimensionless window,

w_T(E) = T·k(E) = 1 / (4 cosh²((E − m)/(2T))),

which depends on T only through the argument of the hyperbolic cosine.

```lean
/-- Dimensionless thermal window, for `T ≠ 0`. -/
def window (m T E : ℝ) : ℝ := 1 / (4 * Real.cosh ((E - m) / (2 * T)) ^ 2)
```

## The kernel is minus the slope of the Fermi function

Put s = exp((E − m)/(2T)), so that f = 1/(s² + 1). Differentiation gives

df/dE = −(1/T) · s²/(s² + 1)².

Since cosh((E − m)/(2T)) = (s² + 1)/(2s), we have 4 cosh² = (s² + 1)²/s², and therefore

df/dE = −1 / (4T cosh²((E − m)/(2T))) = −k(E).

`HasDerivAt` states that the derivative exists at E and has this value. The proof differentiates the quotient, then uses `hs` and `hc` to express both sides through s, where `field_simp` and `ring` finish the algebra.

```lean
/-- At positive temperature the thermal kernel is minus the energy derivative of the
Fermi function. -/
theorem hasDerivAt_fermi (m E : ℝ) {T : ℝ} (hT : 0 < T) :
    HasDerivAt (fermi m T) (-thermalKernel m T E) E := by
  have h1 : HasDerivAt (fun x : ℝ => (x - m) / T) (1 / T) E :=
    ((hasDerivAt_id' E).sub_const m).div_const T
  have hne : Real.exp ((E - m) / T) + 1 ≠ 0 := by positivity
  have h3 := (hasDerivAt_const E (1 : ℝ)).fun_div (h1.exp.add_const 1) hne
  refine HasDerivAt.congr_deriv h3 ?_
  -- express both sides through the half-argument exponential
  have hs : Real.exp ((E - m) / T) = Real.exp ((E - m) / (2 * T)) ^ 2 := by
    rw [pow_two, ← Real.exp_add]
    congr 1
    field_simp
    ring
  have hc : Real.cosh ((E - m) / (2 * T)) =
      (Real.exp ((E - m) / (2 * T)) ^ 2 + 1) / (2 * Real.exp ((E - m) / (2 * T))) := by
    rw [Real.cosh_eq, Real.exp_neg]
    field_simp
  have hp := Real.exp_pos ((E - m) / (2 * T))
  rw [thermalKernel, hc, hs]
  generalize Real.exp ((E - m) / (2 * T)) = s at hp ⊢
  have hs1 : s ^ 2 + 1 ≠ 0 := by positivity
  field_simp
  ring
```

## The area under the resonance

Substitute u = 2(E − e)/g. Then

(E − e)² + g²/4 = (g²/4)(1 + u²),

so τ = (4ab/g²)/(1 + u²), and with dE = (g/2) du,

∫ τ(E) dE = (4ab/g²) · (g/2) · ∫ du/(1 + u²) = (2ab/g) · π = 2πab/g.

The theorem gives integrability as well as the area, because the transmission later serves as a majorant. The equality `h` is the rescaling; the shift by e and the scale factor 2/g are then removed from the integral by separate rewriting steps.

```lean
/-- For positive partial widths the transmission is integrable over all energies, with
area `2πab/(a+b)`. -/
theorem transmission_area {a b : ℝ} (ha : 0 < a) (hb : 0 < b) (e : ℝ) :
    Integrable (transmission a b e) ∧
      ∫ E, transmission a b e E = 2 * π * a * b / (a + b) := by
  have hg : 0 < a + b := add_pos ha hb
  have hr : 0 < 2 / (a + b) := by positivity
  -- rescale to the standard integrand 1 / (1 + x²)
  have h : transmission a b e = fun E =>
      (4 * a * b / (a + b) ^ 2) * (1 + ((E - e) * (2 / (a + b))) ^ 2)⁻¹ := by
    funext E
    have hgr : (a + b) * (2 / (a + b)) = 2 := by field_simp
    unfold transmission
    generalize 2 / (a + b) = r at hgr ⊢
    have hE : (E - e) ^ 2 + (a + b) ^ 2 / 4 =
        (a + b) ^ 2 / 4 * (1 + ((E - e) * r) ^ 2) := by
      linear_combination (-(E - e) ^ 2 / 4 * ((a + b) * r + 2)) * hgr
    rw [hE]
    generalize (E - e) * r = u
    have hu : 1 + u ^ 2 ≠ 0 := by positivity
    field_simp
  rw [h]
  constructor
  · exact ((integrable_inv_one_add_sq.comp_mul_right' hr.ne').comp_sub_right e).const_mul _
  · rw [integral_const_mul,
      integral_sub_right_eq_self (fun x : ℝ => (1 + (x * (2 / (a + b))) ^ 2)⁻¹) e,
      Measure.integral_comp_mul_right (fun x : ℝ => (1 + x ^ 2)⁻¹),
      integral_univ_inv_one_add_sq, abs_of_pos (inv_pos.2 hr), smul_eq_mul]
    field_simp
    ring
```

## Heating opens the window

Since cosh x ≥ 1 for every real x,

0 < w_T(E) ≤ 1/4.

```lean
/-- The thermal window is positive and never exceeds one quarter. -/
theorem window_bounds (m T E : ℝ) : 0 < window m T E ∧ window m T E ≤ 1 / 4 := by
  have h := Real.one_le_cosh ((E - m) / (2 * T))
  unfold window
  exact ⟨by positivity, one_div_le_one_div_of_le (by norm_num) (by nlinarith)⟩
```

Now let 0 < T < T′ and E ≠ m. Then

|E − m|/(2T′) < |E − m|/(2T).

The hyperbolic cosine is even and increases strictly with |x|, so it is smaller at T′, and its inverse square is larger:

w_T(E) < w_T′(E).

At E = m both windows equal 1/4, which is why that energy is excluded. In Lean, `Real.cosh_lt_cosh` reduces the comparison of cosines to one of absolute values.

```lean
/-- Away from the chemical potential, heating from a positive temperature strictly raises
the thermal window. -/
theorem window_lt {m T T' E : ℝ} (hT : 0 < T) (hTT' : T < T') (hE : E ≠ m) :
    window m T E < window m T' E := by
  have hT' : 0 < T' := hT.trans hTT'
  have hc : Real.cosh ((E - m) / (2 * T')) < Real.cosh ((E - m) / (2 * T)) := by
    rw [Real.cosh_lt_cosh, abs_div, abs_div, abs_of_pos (by positivity : 0 < 2 * T'),
      abs_of_pos (by positivity : 0 < 2 * T)]
    exact div_lt_div_of_pos_left (abs_pos.2 (sub_ne_zero.2 hE)) (by positivity) (by linarith)
  have hp := Real.cosh_pos ((E - m) / (2 * T'))
  unfold window
  exact one_div_lt_one_div_of_lt (by positivity) (by nlinarith)
```

## Conductance as an integral over the window

For a, b > 0 the denominator of τ never vanishes, so τ is positive and continuous. The window is continuous too, and

0 < τ(E) w_T(E) ≤ τ(E)/4 ≤ τ(E).

The product is therefore integrable, by comparison with the finite area found above. The lemma collects these properties, and `Integrable.mono'` makes the comparison.

```lean
/-- For positive widths the transmission is positive and continuous in energy, and its
product with the thermal window is continuous and integrable. -/
theorem integrand_regular {a b : ℝ} (ha : 0 < a) (hb : 0 < b) (e m T : ℝ) :
    (∀ E, 0 < transmission a b e E) ∧ Continuous (transmission a b e) ∧
      Continuous (fun E => transmission a b e E * window m T E) ∧
      Integrable (fun E => transmission a b e E * window m T E) := by
  have hpos : ∀ E, 0 < transmission a b e E := fun E => by unfold transmission; positivity
  have hct : Continuous (transmission a b e) := by
    unfold transmission
    exact continuous_const.div (by fun_prop) (fun E => by positivity)
  have hcw : Continuous (window m T) := by
    have hc : Continuous (fun E : ℝ => Real.cosh ((E - m) / (2 * T))) :=
      Real.continuous_cosh.comp (by fun_prop)
    unfold window
    exact continuous_const.div (continuous_const.mul (hc.pow 2))
      (fun E => by have := Real.cosh_pos ((E - m) / (2 * T)); positivity)
  refine ⟨hpos, hct, hct.mul hcw, (transmission_area ha hb e).1.mono'
    (hct.mul hcw).aestronglyMeasurable (ae_of_all _ fun E => ?_)⟩
  obtain ⟨h0, h1⟩ := window_bounds m T E
  rw [Real.norm_eq_abs, abs_of_pos (mul_pos (hpos E) h0)]
  nlinarith [hpos E]
```

For T > 0 the factor T can be taken inside the integral:

T·G(T) = ∫ τ(E) · T·k(E) dE = ∫ τ(E) w_T(E) dE.

The temperature now appears only in the window.

```lean
/-- At positive temperature, temperature times conductance is the transmission integrated
against the dimensionless thermal window. -/
theorem scaled_conductance (a b e m : ℝ) {T : ℝ} (hT : 0 < T) :
    T * conductance a b e m T = ∫ E, transmission a b e E * window m T E := by
  rw [conductance, ← integral_const_mul]
  refine integral_congr_ae (ae_of_all _ fun E => ?_)
  have hk : T * thermalKernel m T E = window m T E := by
    have := Real.cosh_pos ((E - m) / (2 * T))
    unfold thermalKernel window
    field_simp
  change T * (transmission a b e E * thermalKernel m T E) = transmission a b e E * window m T E
  rw [← hk]
  ring
```

## Strict growth with temperature

For 0 < T < T′, subtract the two integrals:

T′·G(T′) − T·G(T) = ∫ τ(E) [w_T′(E) − w_T(E)] dE.

The integrand is continuous, zero at E = m and positive everywhere else, so the integral is positive.

In the statement, `StrictMonoOn` with `Set.Ioi 0` means strictly increasing on the positive temperatures. The proof supplies E = m + 1 as a point where the continuous, nonnegative integrand is nonzero. The result concerns the product T·G(T), not G(T) itself.

```lean
/-- For positive widths, temperature times conductance increases strictly with
temperature over all positive temperatures. -/
theorem scaled_conductance_strictMono {a b : ℝ} (ha : 0 < a) (hb : 0 < b) (e m : ℝ) :
    StrictMonoOn (fun T => T * conductance a b e m T) (Set.Ioi 0) := by
  intro T hT T' hT' hlt
  change T * conductance a b e m T < T' * conductance a b e m T'
  obtain ⟨hpos, -, hc, hi⟩ := integrand_regular ha hb e m T
  obtain ⟨-, -, hc', hi'⟩ := integrand_regular ha hb e m T'
  rw [scaled_conductance a b e m hT, scaled_conductance a b e m hT', ← sub_pos,
    ← integral_sub hi' hi]
  -- an integrable, continuous, nonnegative function, nonzero somewhere, has positive integral
  refine integral_pos_of_integrable_nonneg_nonzero (x := m + 1) (hc'.sub hc) (hi'.sub hi)
    (fun E => ?_) ?_
  · change 0 ≤ transmission a b e E * window m T' E - transmission a b e E * window m T E
    rcases eq_or_ne E m with rfl | hE
    · simp [window]
    · nlinarith [mul_lt_mul_of_pos_left (window_lt hT hlt hE) (hpos E)]
  · have hE : m + 1 ≠ m := by simp
    exact (sub_pos.2 (mul_lt_mul_of_pos_left (window_lt hT hlt hE) (hpos _))).ne'
```

## The high-temperature limit is a strict upper bound

At fixed E, the argument (E − m)/(2T) tends to zero as T → ∞, so w_T(E) → 1/4. The integrands τ w_T are all bounded by the integrable function τ, and dominated convergence gives

T·G(T) → (1/4) ∫ τ(E) dE = (1/4) · 2πab/g = πab/(2g).

For the bound, take any T > 0. By strict growth,

T·G(T) < (T + 1)·G(T + 1) ≤ πab/(2g),

where the second inequality holds because an increasing function does not exceed its limit. Going through T + 1 keeps the inequality strict.

The theorem `thermal_broadening` states both conclusions for positive a and b and arbitrary real e and m. Its first part is the inequality for every T > 0; its second, written with `Tendsto`, `atTop` and `𝓝`, is the limit as T → ∞. Within the proof, `hval` computes the limiting integral and `hdom` is the dominated convergence step. The final lines carry out the comparison through T + 1.

Dividing by T gives G(T) < πab/(2gT), so the conductance of this level falls to zero at high temperature. At low temperature this bound is weak: G(T) never exceeds the peak transmission 4ab/g², and πab/(2gT) is the smaller of the two only for T > πg/8. The limit belongs to the one-level model: in a real dot, further levels contribute once T becomes comparable with the level spacing. Electron–electron interaction and finite bias are likewise absent from the model, and the theorem gives no rate of convergence.

```lean
/-- For positive widths, temperature times conductance stays strictly below `πab/(2(a+b))`
at every positive temperature and tends to this value as the temperature tends to infinity. -/
theorem thermal_broadening {a b : ℝ} (ha : 0 < a) (hb : 0 < b) (e m : ℝ) :
    (∀ T, 0 < T → T * conductance a b e m T < π * a * b / (2 * (a + b))) ∧
      Tendsto (fun T => T * conductance a b e m T) atTop
        (𝓝 (π * a * b / (2 * (a + b)))) := by
  have hlim : Tendsto (fun T => T * conductance a b e m T) atTop
      (𝓝 (π * a * b / (2 * (a + b)))) := by
    have hval : ∫ E, transmission a b e E * (1 / 4) = π * a * b / (2 * (a + b)) := by
      rw [integral_mul_const, (transmission_area ha hb e).2]
      have hg : a + b ≠ 0 := by positivity
      field_simp
      ring
    rw [← hval]
    -- dominated convergence, with the transmission itself as majorant
    have hdom : Tendsto (fun T => ∫ E, transmission a b e E * window m T E) atTop
        (𝓝 (∫ E, transmission a b e E * (1 / 4))) := by
      refine tendsto_integral_filter_of_dominated_convergence (transmission a b e)
        (Eventually.of_forall fun T =>
          (integrand_regular ha hb e m T).2.2.1.aestronglyMeasurable)
        (Eventually.of_forall fun T => ae_of_all _ fun E => ?_)
        (transmission_area ha hb e).1 (ae_of_all _ fun E => ?_)
      · have hp := (integrand_regular ha hb e m T).1 E
        obtain ⟨h0, h1⟩ := window_bounds m T E
        rw [Real.norm_eq_abs, abs_of_pos (mul_pos hp h0)]
        nlinarith
      · have h0 : Tendsto (fun T : ℝ => (E - m) / (2 * T)) atTop (𝓝 0) :=
          (tendsto_id.const_mul_atTop (by norm_num : (0 : ℝ) < 2)).const_div_atTop (E - m)
        have hc : Continuous (fun x : ℝ => 1 / (4 * Real.cosh x ^ 2)) :=
          continuous_const.div (continuous_const.mul (Real.continuous_cosh.pow 2))
            (fun x => by have := Real.cosh_pos x; positivity)
        have h2 : Tendsto (fun T => window m T E) atTop
            (𝓝 (1 / (4 * Real.cosh 0 ^ 2))) := (hc.tendsto 0).comp h0
        rw [Real.cosh_zero, one_pow, mul_one] at h2
        exact h2.const_mul _
    refine hdom.congr' ?_
    filter_upwards [eventually_gt_atTop 0] with T hT
    exact (scaled_conductance a b e m hT).symm
  refine ⟨fun T hT => ?_, hlim⟩
  -- a strictly increasing function stays strictly below its limit
  have hmono := scaled_conductance_strictMono ha hb e m
  have hT1 : T + 1 ∈ Set.Ioi (0 : ℝ) := Set.mem_Ioi.2 (by linarith)
  refine lt_of_lt_of_le (hmono (Set.mem_Ioi.2 hT) hT1 (by linarith)) (ge_of_tendsto hlim ?_)
  filter_upwards [eventually_ge_atTop (T + 1)] with S hS
  exact hmono.monotoneOn hT1 (Set.mem_Ioi.2 (by linarith)) hS
```

## A bound that depends only on the total width

From (a − b)² ≥ 0 it follows that 4ab ≤ (a + b)² = g². Hence

T·G(T) < πab/(2g) ≤ πg/8.

However a given total width is shared between the leads, the scaled conductance stays below πg/8. The second inequality is an equality for symmetric coupling, a = b, while the first remains strict at every positive temperature. In Lean, `div_le_div_iff₀` clears the denominators, and `nlinarith` uses the square of a − b multiplied by π.

```lean
/-- For positive widths and temperature, temperature times conductance is less than `π/8`
times the total width `a + b`. -/
theorem total_width_bound {a b T : ℝ} (ha : 0 < a) (hb : 0 < b) (hT : 0 < T) (e m : ℝ) :
    T * conductance a b e m T < π * (a + b) / 8 := by
  refine lt_of_lt_of_le ((thermal_broadening ha hb e m).1 T hT) ?_
  rw [div_le_div_iff₀ (by positivity) (by norm_num)]
  nlinarith [mul_nonneg Real.pi_pos.le (sq_nonneg (a - b))]

end

end ThermallyBroadenedResonance
```

```lean
#print axioms ThermallyBroadenedResonance.hasDerivAt_fermi
#print axioms ThermallyBroadenedResonance.scaled_conductance_strictMono
#print axioms ThermallyBroadenedResonance.total_width_bound
```

```
'ThermallyBroadenedResonance.hasDerivAt_fermi' depends on axioms: [propext, Classical.choice, Quot.sound]
'ThermallyBroadenedResonance.scaled_conductance_strictMono' depends on axioms: [propext, Classical.choice, Quot.sound]
'ThermallyBroadenedResonance.total_width_bound' depends on axioms: [propext, Classical.choice, Quot.sound]
```
